# Time evolution generated by a finite Hermitian matrix is unitary

For a finite complex matrix A that is Hermitian, the theorem says that exp(−isA) is a unitary matrix for every real s. In physics, with ħ = 1, A is a time-independent Hamiltonian on a finite-dimensional state space, and the exponential carries states through a time s. The attempt first shows that the conjugate transpose of the exponent X = −isA is −X. It then writes the product of the evolution with its conjugate transpose as exp(X) exp(−X), and means to merge the two factors into exp(X + (−X)) = exp(0) = 1, which is allowed because X commutes with −X.

The first attempt, which Lean rejects:

```lean
import Mathlib

open MeasureTheory Matrix

namespace EvolutionUnitary

noncomputable section

variable {n : Type*} [Fintype n] [DecidableEq n]

/-- Real-time evolution `exp(-i s A)` generated by the matrix `A` for a time `s`. -/
def evolution (A : Matrix n n ℂ) (s : ℝ) : Matrix n n ℂ :=
  NormedSpace.exp ((-(Complex.I * (s : ℂ))) • A)

/-- For a Hermitian matrix, the real-time evolution is unitary at every time. -/
theorem evolution_unitary {A : Matrix n n ℂ} (hA : A.IsHermitian) (s : ℝ) :
    evolution A s ∈ Matrix.unitaryGroup n ℂ := by
  have h : ((-(Complex.I * (s : ℂ))) • A)ᴴ = -((-(Complex.I * (s : ℂ))) • A) := by
    rw [Matrix.conjTranspose_smul, hA.eq, ← neg_smul]
    congr 1
    simp
  rw [Matrix.mem_unitaryGroup_iff, Matrix.star_eq_conjTranspose, evolution,
    ← Matrix.exp_conjTranspose, h,
    ← Matrix.exp_add_of_commute _ _ (Commute.refl _).neg_right,
    add_neg_cancel, NormedSpace.exp_zero]

end

end EvolutionUnitary
```

Lean reports:

```
Main.lean:24:36: error(lean.synthInstanceFailed): failed to synthesize instance of type class
  HasDistribNeg (Matrix ?m.116 ?m.116 ?m.117)

Hint: Type class instance resolution failures can be inspected with the `set_option trace.Meta.synthInstance true` command.
Main.lean:17:47: error: unsolved goals
n : Type u_1
inst✝¹ : Fintype n
inst✝ : DecidableEq n
A : Matrix n n ℂ
hA : A.IsHermitian
s : ℝ
h : (-(Complex.I * ↑s) • A)ᴴ = -(-(Complex.I * ↑s) • A)
⊢ NormedSpace.exp (-(Complex.I * ↑s) • A) * NormedSpace.exp (-(-(Complex.I * ↑s) • A)) = 1
```

Cause. The first message points at `(Commute.refl _).neg_right`, the proof that X commutes with −X. `rw` elaborates this term before matching the rewrite against the goal, and the matrices are given only as `_`. Their index and entry types are therefore still unknown, as the `?m` placeholders show. `neg_right` needs a `HasDistribNeg` instance, which says how negation behaves under multiplication, and Lean can't find one for a matrix type it doesn't yet know.

The second message follows from the first. The rewriting stopped there, leaving the goal exp(X) exp(−X) = 1, which is just the product that `Matrix.exp_add_of_commute` was meant to merge.

The repair proves the commutation beforehand as `hcomm`, with both matrices written out. The stated type tells Lean which matrices are meant, so the same short proof now finds its instance. Passing `hcomm` to the rewrite also fixes the two exponents, so the product becomes the exponential of a sum, and the remaining steps close the goal.

The repair, with which the file compiles:

```diff
@@ -20,7 +20,9 @@
     congr 1
     simp
+  have hcomm : Commute ((-(Complex.I * (s : ℂ))) • A) (-((-(Complex.I * (s : ℂ))) • A)) :=
+    (Commute.refl _).neg_right
   rw [Matrix.mem_unitaryGroup_iff, Matrix.star_eq_conjTranspose, evolution,
     ← Matrix.exp_conjTranspose, h,
-    ← Matrix.exp_add_of_commute _ _ (Commute.refl _).neg_right,
+    ← Matrix.exp_add_of_commute _ _ hcomm,
     add_neg_cancel, NormedSpace.exp_zero]
 
```
